# A truncated basis can overestimate the polarisability: a three-state example

## Three states, one coupling, one field

Take orthonormal basis states $|0\rangle,|1\rangle,|2\rangle$ with energies $0,1,0$. Let $|0\rangle$ and $|2\rangle$ be coupled with strength 1, and let a field $F$ couple $|0\rangle$ to $|1\rangle$, also with strength 1:

$$
H+FV=\begin{pmatrix}0&F&1\\F&1&0\\1&0&0\end{pmatrix}.
$$

At $F=0$ the ground state is $(|0\rangle-|2\rangle)/\sqrt2$, with energy $-1$. The field connects it only to $|1\rangle$, with matrix element $1/\sqrt2$ across a gap of 2. Second-order perturbation theory gives the energy shift $-F^2\cdot\frac12/2=-F^2/4$. The polarisability $\alpha$ is defined by the shift $-\frac12\alpha F^2$, so $\alpha=1/2$.

Now drop $|2\rangle$. The ground state becomes $|0\rangle$, with matrix element 1 and gap 1. The shift is $-F^2$, and $\alpha=2$. The truncation has raised the coupling to the field and narrowed the gap, and both changes increase the response.

By the variational principle, the truncated ground energy is never below the full one at the same field. That orders the energies, not their curvatures: the truncated curve starts higher and can bend down faster. The three-state model is not derived from the Hamiltonian of a particular atom. It shows that enlarging a basis can lower the computed polarisability, so the variational principle alone does not make a finite-basis value a lower bound.

## The statement for general gap and coupling

Let $|1\rangle$ have energy $d>0$, and let $|0\rangle$ and $|2\rangle$ be coupled by $t>0$. Here $d$ is the excitation energy in the truncated basis, and $t$ is the coupling that the truncation discards. The theorem `truncation_overestimates` says that

$$
\alpha_{\text{full}}=\frac1{d+t},\qquad \alpha_{\text{trunc}}=\frac2d,\qquad 2\,\alpha_{\text{full}}<\alpha_{\text{trunc}},
$$

and `unit_model` gives the values $1/2$ and $2$ at $d=t=1$.

The Lean objects correspond to the physics as follows.

- `levels A` is the set of real numbers that have a nonzero real eigenvector. For the symmetric matrices used here, this is the whole spectrum.
- `hamiltonian d t` and `dipole` are $H$ and $V$. The field coupling has unit strength, which fixes the units of $F$.
- `truncate` keeps the block on $|0\rangle,|1\rangle$ of each operator.
- `HasPolarisability H V α` says that some function `E` gives the least level of $H+FV$ at every $F$, that `E` has derivative `E'` near $F=0$, and that `E'` has derivative $-\alpha$ at $0$. The perturbation series is not assumed.

The formula for $\alpha_{\text{full}}$ does not extend to $t=0$: there the state $|2\rangle$ decouples, and both polarisabilities equal $2/d$. The result concerns this family of matrices and gives no general criterion for when truncation overestimates.

## From the secular cubic to the two curvatures

Expanding the determinant of $H+FV-e$ and changing its sign gives the condition for a level $e$:

$$
p_F(e)=e^3-de^2-(F^2+t^2)e+dt^2=0 .
$$

**The lowest root.** We have $p_F(-t)=F^2t\ge0$, while

$$
p_F(-t-|F|)=-(t+|F|)\,2t|F|-d\,(2t|F|+F^2)\le0 .
$$

So there is a root between $-t-|F|$ and $-t$. To compare roots, let $a,b\le-t$ satisfy $p_x(a)=0$ and $p_y(b)=0$, and define the divided difference

$$
C_x(a,b)=a^2+ab+b^2-d(a+b)-t^2-x^2 .
$$

Then $p_x(a)-p_x(b)=(a-b)\,C_x(a,b)$. Since $p_x(a)=0$ and $p_x(b)=p_x(b)-p_y(b)=-(x^2-y^2)b$,

$$
(a-b)\,C_x(a,b)=(x^2-y^2)\,b .
$$

The equation $p_x(a)=0$ also reads $a(a^2-da-t^2-x^2)=-dt^2$. As $a<0$, the bracket is positive, and therefore

$$
C_x(a,b)=(a^2-da-t^2-x^2)+ab+b^2-db\ \ge\ 2t^2 .
$$

For $x=y$ this forces $a=b$. There is thus exactly one root at or below $-t$, and it is the ground energy $E(F)$.

**Its derivatives.** With $a=E(x)$ and $b=E(F)$, the same identity gives

$$
|E(x)-E(F)|\le\frac{|x^2-F^2|\,|E(F)|}{2t^2},
$$

so $E$ is continuous. Dividing the identity by $x-F$ gives, for $x\ne F$,

$$
\frac{E(x)-E(F)}{x-F}=\frac{(x+F)E(F)}{C_x(E(x),E(F))}
\ \longrightarrow\ E'(F)=F\,g(F),\qquad g(F)=\frac{2E(F)}{C_F(E(F),E(F))},
$$

as $x\to F$. Since $g$ is continuous, $E''(0)=\lim_{F\to0}E'(F)/F=g(0)$. At zero field $p_0(e)=(e-d)(e-t)(e+t)$, so $E(0)=-t$. Moreover $C_0(-t,-t)=3t^2+2dt-t^2=2t(d+t)$. Hence $E''(0)=-1/(d+t)$.

**The truncated problem.** The levels satisfy $e^2-de-F^2=0$, and the lower root is

$$
E_{\text{trunc}}(F)=\frac{d-\sqrt{d^2+4F^2}}2,\qquad
E_{\text{trunc}}'(F)=-\frac{2F}{\sqrt{d^2+4F^2}} .
$$

Thus $E_{\text{trunc}}''(0)=-2/d$. Finally, $2/(d+t)<2/d$ because $t>0$.

## The Lean file

```lean
import Mathlib

open Filter Topology Matrix

namespace TruncatedPolarisability

noncomputable section

/-- The energy levels of a real matrix: the real numbers that have a nonzero real eigenvector. -/
def levels {n : ℕ} (A : Matrix (Fin n) (Fin n) ℝ) : Set ℝ :=
  {e | ∃ v : Fin n → ℝ, v ≠ 0 ∧ A *ᵥ v = e • v}

/-- `α` is the static polarisability of `H` under the perturbation `F V`: minus the second
derivative at `F = 0` of the lowest level of `H + F V`. -/
def HasPolarisability {n : ℕ} (H V : Matrix (Fin n) (Fin n) ℝ) (α : ℝ) : Prop :=
  ∃ E E' : ℝ → ℝ, (∀ F, IsLeast (levels (H + F • V)) (E F)) ∧
    (∀ᶠ F in 𝓝 0, HasDerivAt E (E' F) F) ∧ HasDerivAt E' (-α) 0

/-- The three-state Hamiltonian: the second basis state has energy `d`, and the first and
third, both at energy zero, are coupled by `t`. -/
def hamiltonian (d t : ℝ) : Matrix (Fin 3) (Fin 3) ℝ := !![0, 0, t; 0, d, 0; t, 0, 0]

/-- The field coupling, which connects the first two basis states. -/
def dipole : Matrix (Fin 3) (Fin 3) ℝ := !![0, 1, 0; 1, 0, 0; 0, 0, 0]

/-- Restriction of an operator to the first two basis vectors. -/
def truncate (A : Matrix (Fin 3) (Fin 3) ℝ) : Matrix (Fin 2) (Fin 2) ℝ :=
  !![A 0 0, A 0 1; A 1 0, A 1 1]

/-- The secular cubic of the three-state problem in the field `F`. -/
def secular (d t F e : ℝ) : ℝ := e ^ 3 - d * e ^ 2 - (F ^ 2 + t ^ 2) * e + d * t ^ 2

/-- The divided difference of the secular cubic between the energies `a` and `b`. -/
def chord (d t F a b : ℝ) : ℝ := a ^ 2 + a * b + b ^ 2 - d * (a + b) - t ^ 2 - F ^ 2

/-- A matrix has at most one polarisability under a given perturbation. -/
theorem polarisability_unique {n : ℕ} {H V : Matrix (Fin n) (Fin n) ℝ} {α β : ℝ}
    (hα : HasPolarisability H V α) (hβ : HasPolarisability H V β) : α = β := by
  obtain ⟨E, E', h1, h2, h3⟩ := hα
  obtain ⟨G, G', k1, k2, k3⟩ := hβ
  have hEG : E = G := funext fun F => (h1 F).unique (k1 F)
  subst hEG
  have heq : E' =ᶠ[𝓝 0] G' := by
    filter_upwards [h2, k2] with F a b using a.unique b
  exact neg_injective (h3.unique (k3.congr_of_eventuallyEq heq))

/-- A real number is an energy level exactly when the secular determinant vanishes there. -/
theorem mem_levels_iff {n : ℕ} (A : Matrix (Fin n) (Fin n) ℝ) (e : ℝ) :
    e ∈ levels A ↔ (A - e • (1 : Matrix (Fin n) (Fin n) ℝ)).det = 0 := by
  rw [← Matrix.exists_mulVec_eq_zero_iff]
  simp only [levels, Set.mem_ofPred_eq, Matrix.sub_mulVec, Matrix.smul_mulVec,
    Matrix.one_mulVec, sub_eq_zero]

/-- The levels of the three-state problem are the roots of its secular cubic. -/
theorem mem_full (d t F e : ℝ) :
    e ∈ levels (hamiltonian d t + F • dipole) ↔ secular d t F e = 0 := by
  have hM : hamiltonian d t + F • dipole - e • (1 : Matrix (Fin 3) (Fin 3) ℝ)
      = !![-e, F, t; F, d - e, 0; t, 0, -e] := by
    ext i j
    fin_cases i <;> fin_cases j <;> simp [hamiltonian, dipole]
  rw [mem_levels_iff, hM, ← neg_eq_zero (a := secular d t F e), Matrix.det_fin_three]
  change (-e) * (d - e) * (-e) - (-e) * 0 * 0 - F * F * (-e) + F * 0 * t
    + t * F * 0 - t * (d - e) * t = 0 ↔ _
  rw [secular]
  ring_nf

/-- For positive `d` and `t`, levels `a` and `b` at or below `-t` in the fields `x` and `y`
have a divided difference of at least `2 t²`, which fixes their separation. -/
theorem level_shift {d t a b x y : ℝ} (hd : 0 < d) (ht : 0 < t) (ha : a ≤ -t) (hb : b ≤ -t)
    (h : secular d t x a = 0) (k : secular d t y b = 0) :
    2 * t ^ 2 ≤ chord d t x a b ∧ (a - b) * chord d t x a b = (x ^ 2 - y ^ 2) * b := by
  unfold secular at h k
  unfold chord
  refine ⟨?_, by linear_combination h - k⟩
  have hB : 0 ≤ a ^ 2 - d * a - t ^ 2 - x ^ 2 := by
    by_contra hn
    have h1 := mul_pos_of_neg_of_neg (show a < 0 by linarith) (not_le.mp hn)
    have h2 : 0 < d * t ^ 2 := by positivity
    nlinarith
  have hab : t * t ≤ (-a) * (-b) := mul_le_mul (by linarith) (by linarith) ht.le (by linarith)
  have hbb : t * t ≤ (-b) * (-b) := mul_le_mul (by linarith) (by linarith) ht.le (by linarith)
  have hdb : 0 ≤ d * (-b) := mul_nonneg hd.le (by linarith)
  nlinarith

/-- For positive `d` and `t`, the three-state problem has a lowest level at every field,
and it lies at or below `-t`. -/
theorem exists_ground {d t : ℝ} (hd : 0 < d) (ht : 0 < t) (F : ℝ) :
    ∃ e ≤ -t, IsLeast (levels (hamiltonian d t + F • dipole)) e := by
  have hlow : secular d t F (-(t + |F|)) ≤ 0 := by
    have h : secular d t F (-(t + |F|))
        = -((t + |F|) * (2 * t * |F|) + d * (2 * t * |F| + |F| ^ 2)) := by
      rw [secular, ← sq_abs F]
      ring
    rw [h]
    exact neg_nonpos.mpr (by positivity)
  have hhigh : 0 ≤ secular d t F (-t) := by
    rw [show secular d t F (-t) = F ^ 2 * t by unfold secular; ring]
    positivity
  have hc : Continuous (secular d t F) := by
    unfold secular
    fun_prop
  obtain ⟨e, he, hroot⟩ := intermediate_value_Icc
    (show -(t + |F|) ≤ -t by linarith [abs_nonneg F]) hc.continuousOn ⟨hlow, hhigh⟩
  refine ⟨e, he.2, (mem_full d t F e).2 hroot, fun y hy => ?_⟩
  -- a lower root would make the positive divided difference vanish
  by_contra hn
  have hlt : y < e := not_le.mp hn
  obtain ⟨hp, hz⟩ := level_shift hd ht he.2 (hlt.le.trans he.2) hroot ((mem_full d t F y).1 hy)
  rw [sub_self, zero_mul] at hz
  have h2 : 0 < 2 * t ^ 2 := by positivity
  exact (mul_pos (sub_pos.mpr hlt) (h2.trans_le hp)).ne' hz

/-- If `g` is continuous at zero, then `x g(x)` has derivative `g(0)` there. -/
theorem hasDerivAt_id_mul {g : ℝ → ℝ} (hg : ContinuousAt g 0) :
    HasDerivAt (fun x => x * g x) (g 0) 0 := by
  rw [hasDerivAt_iff_tendsto_slope]
  refine (hg.tendsto.mono_left nhdsWithin_le_nhds).congr' ?_
  filter_upwards [self_mem_nhdsWithin] with x hx
  have hx0 : x ≠ 0 := hx
  rw [slope_def_field]
  field_simp
  ring

/-- For positive `d` and `t`, the polarisability in the full basis is `1 / (d + t)`. -/
theorem full_polarisability {d t : ℝ} (hd : 0 < d) (ht : 0 < t) :
    HasPolarisability (hamiltonian d t) dipole (1 / (d + t)) := by
  choose E hE hleast using exists_ground hd ht
  have hroot : ∀ F, secular d t F (E F) = 0 := fun F => (mem_full d t F _).1 (hleast F).1
  have key := fun x F => level_shift hd ht (hE x) (hE F) (hroot x) (hroot F)
  have h2 : 0 < 2 * t ^ 2 := by positivity
  have hpos : ∀ x F, 0 < chord d t x (E x) (E F) := fun x F => h2.trans_le (key x F).1
  have hcont : Continuous E := by
    rw [continuous_iff_continuousAt]
    intro F
    change Tendsto E (𝓝 F) (𝓝 (E F))
    rw [tendsto_iff_norm_sub_tendsto_zero]
    have hg : Continuous fun x : ℝ => |x ^ 2 - F ^ 2| * |E F| / (2 * t ^ 2) := by fun_prop
    refine squeeze_zero (fun x => norm_nonneg _) (fun x => ?_) (by simpa using hg.tendsto F)
    rw [Real.norm_eq_abs, le_div_iff₀ h2, ← abs_mul, ← (key x F).2, abs_mul,
      abs_of_pos (hpos x F)]
    exact mul_le_mul_of_nonneg_left (key x F).1 (abs_nonneg _)
  -- away from `x = F`, the difference quotient of `E` equals a continuous function of `x`
  have hder : ∀ F, HasDerivAt E (F * (2 * E F / chord d t F (E F) (E F))) F := by
    intro F
    have hD : Continuous fun x => chord d t x (E x) (E F) := by
      unfold chord
      fun_prop
    have hq : Continuous fun x => (x + F) * E F / chord d t x (E x) (E F) :=
      Continuous.div (by fun_prop) hD fun x => (hpos x F).ne'
    rw [hasDerivAt_iff_tendsto_slope, show F * (2 * E F / chord d t F (E F) (E F))
      = (F + F) * E F / chord d t F (E F) (E F) by ring]
    refine ((hq.tendsto F).mono_left nhdsWithin_le_nhds).congr' ?_
    filter_upwards [self_mem_nhdsWithin] with x hx
    rw [slope_def_field, div_eq_div_iff (hpos x F).ne' (sub_ne_zero.mpr hx)]
    linear_combination -(key x F).2
  -- at zero field the cubic factorises and the ground energy is `-t`
  have hE0 : E 0 = -t := by
    have h := hroot 0
    unfold secular at h
    have hfac : ((E 0 - d) * (E 0 - t)) * (E 0 + t) = 0 := by linear_combination h
    have hne : (E 0 - d) * (E 0 - t) ≠ 0 :=
      (mul_pos_of_neg_of_neg (by linarith [hE 0]) (by linarith [hE 0])).ne'
    linarith [(mul_eq_zero.mp hfac).resolve_left hne]
  refine ⟨E, _, hleast, Eventually.of_forall hder, ?_⟩
  have hD : Continuous fun F => chord d t F (E F) (E F) := by
    unfold chord
    fun_prop
  have hq : Continuous fun F => 2 * E F / chord d t F (E F) (E F) :=
    Continuous.div (by fun_prop) hD fun F => (hpos F F).ne'
  refine (hasDerivAt_id_mul hq.continuousAt).congr_deriv ?_
  have hval : chord d t 0 (-t) (-t) = 2 * t * (d + t) := by
    unfold chord
    ring
  simp only [hE0, hval]
  rw [← neg_div, div_eq_div_iff (by positivity) (by positivity)]
  ring

/-- For positive `d`, the polarisability in the basis of the first two states is `2 / d`. -/
theorem truncated_polarisability {d : ℝ} (hd : 0 < d) (t : ℝ) :
    HasPolarisability (truncate (hamiltonian d t)) (truncate dipole) (2 / d) := by
  have hmem : ∀ F e, e ∈ levels (truncate (hamiltonian d t) + F • truncate dipole) ↔
      e ^ 2 - d * e - F ^ 2 = 0 := by
    intro F e
    have hM : truncate (hamiltonian d t) + F • truncate dipole
        - e • (1 : Matrix (Fin 2) (Fin 2) ℝ) = !![-e, F; F, d - e] := by
      ext i j
      fin_cases i <;> fin_cases j <;> simp [truncate, hamiltonian, dipole]
    rw [mem_levels_iff, hM, Matrix.det_fin_two_of,
      show -e * (d - e) - F * F = e ^ 2 - d * e - F ^ 2 by ring]
  have hpos : ∀ F : ℝ, 0 < d ^ 2 + 4 * F ^ 2 := fun F => by positivity
  refine ⟨fun F => (d - √(d ^ 2 + 4 * F ^ 2)) / 2,
    fun F => F * (-2 / √(d ^ 2 + 4 * F ^ 2)), fun F => ⟨?_, fun y hy => ?_⟩,
    Eventually.of_forall fun F => ?_, ?_⟩
  · rw [hmem]
    linear_combination (1 / 4) * Real.sq_sqrt (hpos F).le
  · have hy' := (hmem F y).1 hy
    have h1 := Real.sq_sqrt (hpos F).le
    have h2 := Real.sqrt_nonneg (d ^ 2 + 4 * F ^ 2)
    by_contra hn
    have h3 : √(d ^ 2 + 4 * F ^ 2) < d - 2 * y := by linarith [not_le.mp hn]
    nlinarith
  · have h1 : HasDerivAt (fun x : ℝ => d ^ 2 + 4 * x ^ 2) (8 * F) F :=
      (((hasDerivAt_pow 2 F).const_mul 4).const_add (d ^ 2)).congr_deriv (by norm_num; ring)
    exact (((h1.sqrt (hpos F).ne').const_sub d).div_const 2).congr_deriv (by ring)
  · have hc : Continuous fun F : ℝ => -2 / √(d ^ 2 + 4 * F ^ 2) :=
      Continuous.div (by fun_prop) (by fun_prop) fun F => (Real.sqrt_pos.mpr (hpos F)).ne'
    have h0 : √(d ^ 2 + 4 * (0 : ℝ) ^ 2) = d := by
      rw [show d ^ 2 + 4 * (0 : ℝ) ^ 2 = d ^ 2 by ring, Real.sqrt_sq hd.le]
    refine (hasDerivAt_id_mul hc.continuousAt).congr_deriv ?_
    simp only [h0]
    ring

/-- For positive `d` and `t`, the full polarisability is `1 / (d + t)` and the truncated one
is `2 / d`, which is more than twice as large. -/
theorem truncation_overestimates {d t : ℝ} (hd : 0 < d) (ht : 0 < t) :
    HasPolarisability (hamiltonian d t) dipole (1 / (d + t)) ∧
    HasPolarisability (truncate (hamiltonian d t)) (truncate dipole) (2 / d) ∧
    2 * (1 / (d + t)) < 2 / d := by
  refine ⟨full_polarisability hd ht, truncated_polarisability hd t, ?_⟩
  rw [mul_one_div, div_lt_div_iff₀ (by positivity) hd]
  linarith

/-- For `d = t = 1` the polarisability is `1/2` in the full basis and `2` in the basis of the
first two states. -/
theorem unit_model : HasPolarisability (hamiltonian 1 1) dipole (1 / 2) ∧
    HasPolarisability (truncate (hamiltonian 1 1)) (truncate dipole) 2 := by
  have h1 := full_polarisability one_pos one_pos
  have h2 := truncated_polarisability one_pos 1
  rw [show (1 : ℝ) / (1 + 1) = 1 / 2 by norm_num] at h1
  rw [show (2 : ℝ) / 1 = 2 by norm_num] at h2
  exact ⟨h1, h2⟩

end

end TruncatedPolarisability
```

```lean
#print axioms TruncatedPolarisability.polarisability_unique
-- 'TruncatedPolarisability.polarisability_unique' depends on axioms: [propext, Classical.choice, Quot.sound]
#print axioms TruncatedPolarisability.truncated_polarisability
-- 'TruncatedPolarisability.truncated_polarisability' depends on axioms: [propext, Classical.choice, Quot.sound]
#print axioms TruncatedPolarisability.truncation_overestimates
-- 'TruncatedPolarisability.truncation_overestimates' depends on axioms: [propext, Classical.choice, Quot.sound]
#print axioms TruncatedPolarisability.unit_model
-- 'TruncatedPolarisability.unit_model' depends on axioms: [propext, Classical.choice, Quot.sound]
```

## How the lemmas carry the argument

`polarisability_unique` justifies speaking of *the* polarisability. Least elements are unique, so two candidate energy functions coincide; their derivatives then agree near zero, and so do the second derivatives at zero.

`mem_levels_iff` turns the eigenvector condition into a vanishing determinant, and `mem_full` expands that determinant into `secular`, which is $p_F(e)$.

`level_shift` contains both facts about $C_x(a,b)$, called `chord` in the file. The identity is the difference of the two secular equations, hence `linear_combination h - k`. For the bound, `hB` shows by contradiction that the bracket is nonnegative, which suffices, and `nlinarith` adds the remaining terms.

`exists_ground` applies the intermediate value theorem between the two energies evaluated above. A supposed lower root is then excluded by `level_shift` with equal fields.

`hasDerivAt_id_mul` is the step from $F\,g(F)$ to $g(0)$. It asks only for continuity of $g$ at zero, whereas the product rule would require a derivative of $g$.

In `full_polarisability`, `choose` collects the ground energies into a function `E`. The step `hcont` is the squeeze estimate, `hder` is the limit of the difference quotient, and `hE0` factorises the cubic at zero field. The closing lines evaluate $g(0)$.

`truncated_polarisability` supplies the square root explicitly. It checks that this is a level, that no level lies lower, and that its derivatives are those computed above. `truncation_overestimates` joins the two values and adds the inequality; `unit_model` sets both parameters to one.
